# The rounded result of forward substitution exactly solves a triangular system with entrywise bounded perturbations

## Why don't the errors of the early unknowns pile up?

Take two equations, L₀₀ x₀ = b₀ and L₁₀ x₀ + L₁₁ x₁ = b₁. I compute x₀ by a division, which is rounded. Then I put this slightly wrong x₀ into the second equation, where the product, the subtraction and the division are rounded as well. So x₁ inherits the error of x₀ and adds three of its own.

My real case has several thousand unknowns: L is the Cholesky factor of the overlap matrix of a real, non-orthogonal basis, and I need L⁻¹b. Each unknown is built from all the earlier ones. Yet I am told that the computed vector is an exact solution of a system whose matrix entries differ from mine by a relative amount of only about n times the rounding error of one operation. How can that be, if every row starts from wrong numbers?

## Each row has to account only for its own roundings

Write the two computed numbers with their rounding errors:

x₀ = (b₀ / L₀₀)(1 + δ₀)

x₁ = ((b₁ − L₁₀ x₀ (1 + μ))(1 + σ) / L₁₁)(1 + δ₁)

Here δ₀ and δ₁ are the relative errors of the divisions, μ that of the product and σ that of the subtraction. Now solve for b₀ and b₁, keeping the computed x₀ and x₁:

L₀₀ / (1 + δ₀) · x₀ = b₀

L₁₀ (1 + μ) · x₀ + L₁₁ / ((1 + σ)(1 + δ₁)) · x₁ = b₁

These equations hold exactly. The error δ₀ appears only in the first row. The second row uses the computed x₀, and the perturbed system is a statement about that same x₀, so there is nothing inherited to correct. What does accumulate is the number of roundings within one row.

For n unknowns, count rows and columns from zero. Let rᵢ(k) be the right-hand side of row i after k terms have been subtracted, so that rᵢ(0) = bᵢ. For k < i the algorithm computes

rᵢ(k+1) = (rᵢ(k) − Lᵢₖ xₖ (1 + μᵢₖ))(1 + σᵢₖ)

and finally xᵢ = (rᵢ(i) / Lᵢᵢ)(1 + δᵢ). Let u bound the size of every relative error, and suppose n u < 1. Undoing one subtraction gives

rᵢ(k) = rᵢ(k+1) / (1 + σᵢₖ) + Lᵢₖ xₖ (1 + μᵢₖ)

Repeated from k = 0 onwards, this yields

bᵢ = cᵢ(k) rᵢ(k) + Σ_{j<k} Lᵢⱼ tᵢⱼ xⱼ

with cᵢ(0) = 1, cᵢ(k+1) = cᵢ(k) / (1 + σᵢₖ) and tᵢₖ = cᵢ(k)(1 + μᵢₖ). At k = i, the division gives rᵢ(i) = Lᵢᵢ xᵢ / (1 + δᵢ), so the diagonal term has the factor tᵢᵢ = cᵢ(i) / (1 + δᵢ). Hence

bᵢ = Σ_{j≤i} Lᵢⱼ tᵢⱼ xⱼ

and Eᵢⱼ = Lᵢⱼ (tᵢⱼ − 1) is the required change of the matrix, with zeros above the diagonal.

It remains to bound tᵢⱼ, which contains j + 1 roundings. Call c a factor of order m if

1 − m u ≤ c and c (1 − m u) ≤ 1

For |d| ≤ u < 1, the number 1 + d has order one, because 1 + d ≥ 1 − u and (1 + d)(1 − u) ≤ 1 − u² ≤ 1. The same two inequalities, divided by 1 + d, show that 1/(1 + d) has order one too. If c has order m and w has order one, with (m + 1)u < 1, then c w has order m + 1, because

(1 − m u)(1 − u) = 1 − (m + 1)u + m u² ≥ 1 − (m + 1)u

So tᵢⱼ has order j + 1. A factor of order m exceeds 1 by at most 1/(1 − m u) − 1 = m u/(1 − m u), and falls below 1 by at most m u, which is no larger. Therefore

|Eᵢⱼ| ≤ (j + 1)u / (1 − (j + 1)u) · |Lᵢⱼ| ≤ n u / (1 − n u) · |Lᵢⱼ|

The last step uses j + 1 ≤ n and the fact that m u/(1 − m u) grows with m as long as m u < 1.

Here is the same argument in Lean 4.

```lean
import Mathlib

open Matrix

namespace ForwardSubstitution

noncomputable section

variable {n : ℕ}

/-- The relative errors of the products, subtractions and divisions in forward substitution. -/
structure Roundings (n : ℕ) where
  mul : Fin n → Fin n → ℝ
  sub : Fin n → Fin n → ℝ
  div : Fin n → ℝ

/-- Every operation that is performed has relative error at most `u`; row `i` has a product
and a subtraction for each `j < i`, and one division. -/
def Roundings.BoundedBy (d : Roundings n) (u : ℝ) : Prop :=
  (∀ i j, j < i → |d.mul i j| ≤ u ∧ |d.sub i j| ≤ u) ∧ ∀ i, |d.div i| ≤ u

/-- The running right-hand side after the first `k` unknowns have been computed and subtracted,
with rounding; row `i` is used for `k ≤ i`, and the pivots `L k k` must be nonzero. -/
def partialRhs (L : Matrix (Fin n) (Fin n) ℝ) (b : Fin n → ℝ) (d : Roundings n) :
    ℕ → Fin n → ℝ
  | 0 => b
  | k + 1 => fun i =>
      if h : k < n then
        (partialRhs L b d k i - L i ⟨k, h⟩ *
          (partialRhs L b d k ⟨k, h⟩ / L ⟨k, h⟩ ⟨k, h⟩ * (1 + d.div ⟨k, h⟩)) *
          (1 + d.mul i ⟨k, h⟩)) * (1 + d.sub i ⟨k, h⟩)
      else partialRhs L b d k i

/-- The vector returned by rounded forward substitution, for nonzero diagonal entries of `L`. -/
def solve (L : Matrix (Fin n) (Fin n) ℝ) (b : Fin n → ℝ) (d : Roundings n) (i : Fin n) : ℝ :=
  partialRhs L b d i i / L i i * (1 + d.div i)

/-- The error constant `m u / (1 - m u)`, for `m u < 1`. -/
def gamma (u : ℝ) (m : ℕ) : ℝ := m * u / (1 - m * u)

/-- The number `c` satisfies `1 - m u ≤ c` and `c (1 - m u) ≤ 1`. -/
def IsFactor (u : ℝ) (m : ℕ) (c : ℝ) : Prop := 1 - m * u ≤ c ∧ c * (1 - m * u) ≤ 1

/-- For `|d| ≤ u < 1`, both `1 + d` and its inverse are rounding factors of order one. -/
theorem factor_one {u d : ℝ} (hu : u < 1) (hd : |d| ≤ u) :
    IsFactor u 1 (1 + d) ∧ IsFactor u 1 (1 + d)⁻¹ := by
  obtain ⟨h1, h2⟩ := abs_le.mp hd
  have pos : 0 < 1 + d := by linarith
  have key : (1 + d) * (1 - u) ≤ 1 := by
    nlinarith [mul_nonneg (sub_nonneg.2 h2) (sub_nonneg.2 hu.le), sq_nonneg u]
  simp only [IsFactor, Nat.cast_one, one_mul]
  refine ⟨⟨by linarith, key⟩, ?_, ?_⟩
  · rw [← one_div, le_div_iff₀ pos]
    linarith
  · rw [inv_mul_le_iff₀ pos]
    linarith

/-- One more rounding raises the order of a rounding factor by one, if `u ≥ 0` and
`(m + 1) u < 1`. -/
theorem factor_mul {u c w : ℝ} {m : ℕ} (hu : 0 ≤ u) (hm : ((m : ℝ) + 1) * u < 1)
    (hc : IsFactor u m c) (hw : IsFactor u 1 w) : IsFactor u (m + 1) (c * w) := by
  obtain ⟨c1, c2⟩ := hc
  obtain ⟨w1, w2⟩ := hw
  rw [Nat.cast_one, one_mul] at w1 w2
  have hmu : 0 ≤ (m : ℝ) * u := by positivity
  have p : 0 < 1 - (m : ℝ) * u := by nlinarith
  have q : 0 < 1 - u := by nlinarith
  have hc0 : 0 ≤ c := p.le.trans c1
  have hw0 : 0 ≤ w := q.le.trans w1
  have key : 1 - ((m : ℝ) + 1) * u ≤ (1 - m * u) * (1 - u) := by
    nlinarith [mul_nonneg hmu hu]
  unfold IsFactor
  push_cast
  refine ⟨key.trans (mul_le_mul c1 w1 q.le hc0), ?_⟩
  calc c * w * (1 - ((m : ℝ) + 1) * u)
      ≤ c * w * ((1 - m * u) * (1 - u)) :=
        mul_le_mul_of_nonneg_left key (mul_nonneg hc0 hw0)
    _ = (c * (1 - m * u)) * (w * (1 - u)) := by ring
    _ ≤ 1 * 1 := mul_le_mul c2 w2 (mul_nonneg hw0 q.le) zero_le_one
    _ = 1 := one_mul 1

/-- For `u ≥ 0` and `m u < 1`, a rounding factor of order `m` differs from one by at most
`m u / (1 - m u)`. -/
theorem factor_error {u c : ℝ} {m : ℕ} (hu : 0 ≤ u) (hm : (m : ℝ) * u < 1)
    (hc : IsFactor u m c) : |c - 1| ≤ gamma u m := by
  obtain ⟨c1, c2⟩ := hc
  have hmu : 0 ≤ (m : ℝ) * u := by positivity
  have p : 0 < 1 - (m : ℝ) * u := by linarith
  rw [gamma, le_div_iff₀ p]
  rcases abs_cases (c - 1) with ⟨h, _⟩ | ⟨h, _⟩ <;> rw [h]
  · nlinarith
  · nlinarith [mul_nonneg (sub_nonneg.2 c1) p.le, sq_nonneg ((m : ℝ) * u)]

/-- Changing one weight `t q` by `v` changes the weighted row sum by `a q * v * x q`. -/
theorem sum_add_single (a t x : Fin n → ℝ) (q : Fin n) (v : ℝ) :
    ∑ j, a j * (t + Pi.single q v : Fin n → ℝ) j * x j =
      ∑ j, a j * t j * x j + a q * v * x q := by
  simp [Pi.single_apply, mul_add, add_mul, Finset.sum_add_distrib]

variable {L : Matrix (Fin n) (Fin n) ℝ} {b : Fin n → ℝ} {d : Roundings n} {u : ℝ}

/-- If every operation has relative error at most `u` and `n u < 1`, then after `k ≤ i` subtractions
`b i` is exactly the running right-hand side plus the subtracted terms, each multiplied by a
rounding factor. -/
theorem partialRhs_backward (hd : d.BoundedBy u) (hn : n * u < 1) (i : Fin n) (k : ℕ)
    (hk : k ≤ i.val) : ∃ (c : ℝ) (t : Fin n → ℝ), IsFactor u k c ∧
      (∀ j : Fin n, j.val < k → IsFactor u (j.val + 1) (t j)) ∧
      (∀ j : Fin n, k ≤ j.val → t j = 0) ∧
      b i = c * partialRhs L b d k i + ∑ j, L i j * t j * solve L b d j := by
  have hu : 0 ≤ u := (abs_nonneg _).trans (hd.2 i)
  induction k with
  | zero => exact ⟨1, 0, by simp [IsFactor], by simp, by simp, by simp [partialRhs]⟩
  | succ k ih =>
    obtain ⟨c, t, hc, ht, h0, hb⟩ := ih (by omega)
    have hi := i.isLt
    obtain ⟨q, rfl⟩ : ∃ q : Fin n, q.val = k := ⟨⟨k, by omega⟩, rfl⟩
    obtain ⟨hm, hs⟩ := hd.1 i q (Fin.lt_def.mpr (by omega))
    have hqn : (q.val : ℝ) + 1 ≤ n := by exact_mod_cast Nat.succ_le_of_lt q.isLt
    have hq : ((q.val : ℝ) + 1) * u < 1 := (mul_le_mul_of_nonneg_right hqn hu).trans_lt hn
    have hu1 : u < 1 := by nlinarith [mul_nonneg (Nat.cast_nonneg (α := ℝ) q.val) hu]
    have e : (1 + d.sub i q)⁻¹ * (1 + d.sub i q) = 1 :=
      inv_mul_cancel₀ (by linarith [(abs_le.mp hs).1] : 0 < 1 + d.sub i q).ne'
    have step : partialRhs L b d (q.val + 1) i = (partialRhs L b d q.val i -
        L i q * solve L b d q * (1 + d.mul i q)) * (1 + d.sub i q) := by
      simp [partialRhs, solve]
    -- undo the subtraction and give the new term its own factor
    refine ⟨c * (1 + d.sub i q)⁻¹, t + Pi.single q (c * (1 + d.mul i q)),
      factor_mul hu hq hc (factor_one hu1 hs).2, ?_, ?_, ?_⟩
    · intro j hj
      by_cases h : j = q
      · rw [h, Pi.add_apply, Pi.single_eq_same, h0 q le_rfl, zero_add]
        exact factor_mul hu hq hc (factor_one hu1 hm).1
      · have hne : j.val ≠ q.val := fun e => h (Fin.ext e)
        rw [Pi.add_apply, Pi.single_eq_of_ne h, add_zero]
        exact ht j (by omega)
    · intro j hj
      have h : j ≠ q := fun e => by rw [e] at hj; omega
      rw [Pi.add_apply, Pi.single_eq_of_ne h, add_zero]
      exact h0 j (by omega)
    · rw [sum_add_single (L i), step]
      linear_combination hb - c * (partialRhs L b d q.val i -
        L i q * solve L b d q * (1 + d.mul i q)) * e

/-- For invertible lower triangular `L`, if every operation has relative error at most `u` and
`n u < 1`, the computed vector solves a perturbed system exactly, with error constant
`gamma u (j + 1)` in column `j` (counted from zero). -/
theorem backward_error_columnwise (hL : ∀ i j, i < j → L i j = 0) (hdet : L.det ≠ 0)
    (hd : d.BoundedBy u) (hn : n * u < 1) : ∃ E : Matrix (Fin n) (Fin n) ℝ,
      (∀ i j, |E i j| ≤ gamma u (j.val + 1) * |L i j|) ∧ (L + E) *ᵥ solve L b d = b := by
  -- an invertible triangular matrix has nonzero pivots
  rw [Matrix.det_of_isLowerTriangular L
    (fun i j h => hL i j (OrderDual.toDual_lt_toDual.mp h)), Finset.prod_ne_zero_iff] at hdet
  have hu (i : Fin n) : 0 ≤ u := (abs_nonneg _).trans (hd.2 i)
  have hlt (j : Fin n) : ((j.val : ℝ) + 1) * u < 1 :=
    (mul_le_mul_of_nonneg_right
      (by exact_mod_cast Nat.succ_le_of_lt j.isLt) (hu j)).trans_lt hn
  have row (i : Fin n) : ∃ t : Fin n → ℝ, (∀ j, j ≤ i → IsFactor u (j.val + 1) (t j)) ∧
      b i = ∑ j, L i j * t j * solve L b d j := by
    obtain ⟨c, t, hc, ht, h0, hb⟩ :=
      partialRhs_backward (L := L) (b := b) hd hn i i.val le_rfl
    have hu1 : u < 1 := by
      nlinarith [hlt i, mul_nonneg (Nat.cast_nonneg (α := ℝ) i.val) (hu i)]
    have hp : 1 + d.div i ≠ 0 :=
      (by linarith [(abs_le.mp (hd.2 i)).1] : 0 < 1 + d.div i).ne'
    have hLi : L i i ≠ 0 := hdet i (Finset.mem_univ i)
    have hx : L i i * (1 + d.div i)⁻¹ * solve L b d i = partialRhs L b d i.val i := by
      rw [solve]
      field_simp
    refine ⟨t + Pi.single i (c * (1 + d.div i)⁻¹), ?_, ?_⟩
    · intro j hj
      by_cases h : j = i
      · rw [h, Pi.add_apply, Pi.single_eq_same, h0 i le_rfl, zero_add]
        exact factor_mul (hu i) (hlt i) hc (factor_one hu1 (hd.2 i)).2
      · rw [Pi.add_apply, Pi.single_eq_of_ne h, add_zero]
        exact ht j (Fin.lt_def.mp (lt_of_le_of_ne hj h))
    · rw [sum_add_single (L i)]
      linear_combination hb - c * hx
  choose t ht hb using row
  -- the factors are read as relative changes of the matrix entries
  refine ⟨Matrix.of fun i j => L i j * (t i j - 1), fun i j => ?_, ?_⟩
  · rcases le_or_gt j i with h | h
    · rw [Matrix.of_apply, abs_mul, mul_comm]
      exact mul_le_mul_of_nonneg_right
        (factor_error (hu i) (by push_cast; exact hlt j) (ht i j h)) (abs_nonneg _)
    · simp [hL i j h]
  · ext i
    refine Eq.trans ?_ (hb i).symm
    simp only [Matrix.mulVec, dotProduct, Matrix.add_apply, Matrix.of_apply]
    exact Finset.sum_congr rfl fun j _ => by ring

/-- Backward stability: for invertible lower triangular `L`, if every operation has relative error
at most `u` and `n u < 1`, rounded forward substitution solves `(L + E) x = b` exactly with
`|E| ≤ n u / (1 - n u) |L|` entrywise. -/
theorem backward_error (hL : ∀ i j, i < j → L i j = 0) (hdet : L.det ≠ 0)
    (hd : d.BoundedBy u) (hn : n * u < 1) : ∃ E : Matrix (Fin n) (Fin n) ℝ,
      (∀ i j, |E i j| ≤ n * u / (1 - n * u) * |L i j|) ∧ (L + E) *ᵥ solve L b d = b := by
  obtain ⟨E, hE, h⟩ := backward_error_columnwise (b := b) hL hdet hd hn
  refine ⟨E, fun i j => (hE i j).trans (mul_le_mul_of_nonneg_right ?_ (abs_nonneg _)), h⟩
  have hu : 0 ≤ u := (abs_nonneg _).trans (hd.2 i)
  have hj : ((j.val : ℝ) + 1) * u ≤ n * u :=
    mul_le_mul_of_nonneg_right (by exact_mod_cast Nat.succ_le_of_lt j.isLt) hu
  unfold gamma
  push_cast
  rw [div_le_div_iff₀ (by linarith) (by linarith)]
  nlinarith


/-- Without rounding errors, forward substitution solves `L x = b` for every invertible lower
triangular `L`. -/
theorem exact_arithmetic (hL : ∀ i j, i < j → L i j = 0) (hdet : L.det ≠ 0) :
    L *ᵥ solve L b ⟨0, 0, 0⟩ = b := by
  obtain ⟨E, hE, h⟩ := backward_error (b := b) (d := ⟨0, 0, 0⟩) (u := 0) hL hdet
    (by simp [Roundings.BoundedBy]) (by simp)
  have h0 : E = 0 := by
    ext i j
    simpa using hE i j
  rwa [h0, add_zero] at h

end

end ForwardSubstitution
```

```lean
#print axioms ForwardSubstitution.exact_arithmetic
-- 'ForwardSubstitution.exact_arithmetic' depends on axioms: [propext, Classical.choice, Quot.sound]
```

The main theorem, `backward_error`, reads as follows. Let L be a real n by n matrix with zeros above the diagonal (`hL`) and nonzero determinant (`hdet`). Let every operation performed have relative error at most u (`hd`), and let n u < 1 (`hn`). Then there is a matrix E, bounded entrywise by n u/(1 − n u) |L|, such that L + E applied to the computed vector gives b exactly. The bound forces E to vanish wherever L does, so the perturbed matrix is still lower triangular and keeps the zeros of L. The theorem `backward_error_columnwise` has the sharper constant `gamma u (j + 1)` in column j.

The computed vector is `solve L b d`, and `partialRhs L b d k i` is rᵢ(k). The letter `d` stands for the whole record of rounding errors, of type `Roundings n`: `d.mul i k` is μᵢₖ, `d.sub i k` is σᵢₖ and `d.div i` is δᵢ. Only in `factor_one` is `d` a single number. The errors may differ from one operation to the next and may have either sign. The condition `BoundedBy` restricts products and subtractions only for j < i, since the algorithm performs no others. The recursion also fixes the order of the work: terms are subtracted one at a time, from column 0 upwards.

The constant u stands for the precision of the hardware; for double precision with rounding to nearest it is 2⁻⁵³, so n u < 1 holds for any matrix that fits in memory. The nonzero determinant means that no pivot Lᵢᵢ is zero, so every division makes sense. The theorem applies to a program that performs these operations in this order, provided that each one returns its exact result times 1 + δ with |δ| ≤ u. Underflow and overflow can break this condition. A library routine may also group the terms differently or multiply by a stored value of 1/Lᵢᵢ, and then the theorem doesn't apply as it stands. The entries of L and b are taken as stored, so errors made in computing the overlap matrix or its Cholesky factor come on top.

For your Cholesky factor, the result says that one real triangular solve in this rounding model does no more harm than a relative change of about n u in the entries of L, when n u is small. It doesn't say that x is close to L⁻¹b. With a nearly linearly dependent basis, L can be ill-conditioned, and then even a tiny E may move the solution a long way.

The Lean proof follows the derivation above. `IsFactor u m c` says that c is a factor of order m. `factor_one` treats 1 + d and its inverse, `factor_mul` raises the order by one, and `factor_error` turns the order into the bound on |c − 1|.

The formula for bᵢ in terms of rᵢ(k) is `partialRhs_backward`, proved by induction on k. Its weights `t` are zero for columns not yet reached. Each induction step puts the new weight into column k with `Pi.single`, and `sum_add_single` says what this adds to the row sum. The closing `linear_combination` is the undoing of one subtraction.

In `backward_error_columnwise`, the determinant of a triangular matrix is written as the product of its diagonal entries, which gives the nonzero pivots. The intermediate claim `row` adds the diagonal term from the final division. Then `choose` collects the weights of all rows into one array, and E is defined entry by entry as Lᵢⱼ (tᵢⱼ − 1). The theorem `backward_error` adds the comparison of the constants for j + 1 and n.

The last theorem, `exact_arithmetic`, sets all rounding errors and u to zero. The bound then forces E = 0, so `solve` returns a solution of L x = b. This confirms that the recursion being analysed is a correct method for the original system.
